# A Douglas–Kroll–Hess step with [W, H₀] = −O removes the odd potential term at first order

The Dirac Hamiltonian of an electron in the field of a nucleus is the sum of a free-particle part and a potential. The transformation that block-diagonalises the free-particle part gives the potential an odd part, which couples the positive- and negative-energy components. Douglas–Kroll–Hess theory removes odd parts order by order in the potential, and the question is what the first removal leaves at the following orders.

In Lean 4 with Mathlib:

```lean
import Mathlib

open Polynomial

namespace DouglasKrollHess

noncomputable section

variable {R : Type*} [Ring R] [Algebra ℝ R]

/-- The commutator `[A, B] = AB - BA`. -/
def comm (A B : R) : R := A * B - B * A

/-- The Hamiltonian `H0 + t (F + O)`, a polynomial in the central variable `t`. -/
def hamiltonian (H0 F O : R) : R[X] := monomial 0 H0 + monomial 1 (F + O)

/-- The quadratic factor `1 + t W + t² W² / 2`. -/
def factor (W : R) : R[X] :=
  monomial 0 1 + monomial 1 W + monomial 2 ((1 / 2 : ℝ) • (W * W))

/-- The factor `1 + t² V` of the second step. -/
def factorTwo (V : R) : R[X] := monomial 0 1 + monomial 2 V

/-- The first step `(1 + tW + t²W²/2) H (1 - tW + t²W²/2)`. -/
def firstStep (W : R) (H : R[X]) : R[X] := factor W * H * factor (-W)

/-- The second step `(1 + t²V) H (1 - t²V)`. -/
def secondStep (V : R) (H : R[X]) : R[X] := factorTwo V * H * factorTwo (-V)

/-- The part `(A + β A β) / 2` of an operator `A`; for `β² = 1` it is the part
that commutes with `β`. -/
def evenPart (β A : R) : R := (1 / 2 : ℝ) • (A + β * A * β)

omit [Algebra ℝ R] in
/-- The coefficients of a product of two polynomials at orders zero to three. -/
theorem coeff_mul_low (p q : R[X]) :
    (p * q).coeff 0 = p.coeff 0 * q.coeff 0 ∧
    (p * q).coeff 1 = p.coeff 0 * q.coeff 1 + p.coeff 1 * q.coeff 0 ∧
    (p * q).coeff 2 = p.coeff 0 * q.coeff 2 + p.coeff 1 * q.coeff 1
      + p.coeff 2 * q.coeff 0 ∧
    (p * q).coeff 3 = p.coeff 0 * q.coeff 3 + p.coeff 1 * q.coeff 2
      + p.coeff 2 * q.coeff 1 + p.coeff 3 * q.coeff 0 := by
  refine ⟨?_, ?_, ?_, ?_⟩ <;>
    simp [coeff_mul, Finset.Nat.sum_antidiagonal_eq_sum_range_succ_mk,
      Finset.sum_range_succ]

private theorem factor_coeff (W : R) :
    (factor W).coeff 0 = 1 ∧ (factor W).coeff 1 = W ∧
    (factor W).coeff 2 = (1 / 2 : ℝ) • (W * W) ∧ (factor W).coeff 3 = 0 := by
  refine ⟨?_, ?_, ?_, ?_⟩ <;> simp [factor, coeff_monomial, coeff_one]

omit [Algebra ℝ R] in
private theorem factorTwo_coeff (V : R) :
    (factorTwo V).coeff 0 = 1 ∧ (factorTwo V).coeff 1 = 0 ∧
    (factorTwo V).coeff 2 = V ∧ (factorTwo V).coeff 3 = 0 := by
  refine ⟨?_, ?_, ?_, ?_⟩ <;> simp [factorTwo, coeff_monomial, coeff_one]

omit [Algebra ℝ R] in
private theorem hamiltonian_coeff (H0 F O : R) :
    (hamiltonian H0 F O).coeff 0 = H0 ∧ (hamiltonian H0 F O).coeff 1 = F + O ∧
    (hamiltonian H0 F O).coeff 2 = 0 ∧ (hamiltonian H0 F O).coeff 3 = 0 := by
  refine ⟨?_, ?_, ?_, ?_⟩ <;> simp [hamiltonian, coeff_monomial, coeff_C]

/-- The product of the factors for `W` and `-W` is `1` through third order in `t`. -/
theorem factor_mul_factor_neg (W : R) :
    (factor W * factor (-W)).coeff 0 = 1 ∧ (factor W * factor (-W)).coeff 1 = 0 ∧
    (factor W * factor (-W)).coeff 2 = 0 ∧ (factor W * factor (-W)).coeff 3 = 0 := by
  refine ⟨?_, ?_, ?_, ?_⟩ <;>
    simp only [coeff_mul_low, factor_coeff, one_mul, mul_one, mul_zero,
      mul_neg, neg_mul, neg_neg, smul_mul_assoc, mul_smul_comm, mul_assoc] <;>
    module

/-- If `[W, H0] = -O`, the first step turns `H0 + t (F + O)` into a Hamiltonian with
coefficients `H0`, `F` and `[W, F] + [W, O] / 2` at orders zero, one and two. -/
theorem firstStep_coeff {H0 F O W : R} (h : comm W H0 = -O) :
    (firstStep W (hamiltonian H0 F O)).coeff 0 = H0 ∧
    (firstStep W (hamiltonian H0 F O)).coeff 1 = F ∧
    (firstStep W (hamiltonian H0 F O)).coeff 2
      = comm W F + (1 / 2 : ℝ) • comm W O := by
  -- the condition on `W` eliminates `O`
  have h' : W * H0 - H0 * W = -O := h
  have hO : O = H0 * W - W * H0 := by rw [← neg_sub, h', neg_neg]
  clear h h'
  subst hO
  refine ⟨?_, ?_, ?_⟩ <;>
    simp only [firstStep, comm, coeff_mul_low, factor_coeff, hamiltonian_coeff,
      one_mul, mul_one, add_zero, mul_neg, neg_mul,
      neg_neg, mul_add, add_mul, mul_sub, sub_mul, smul_mul_assoc, mul_smul_comm,
      mul_assoc] <;>
    module

/-- If `[W, H0] = -O`, the third-order coefficient after the first step is
`[W, [W, F]] / 2 + (W²O - WOW + OW²) / 2`. -/
theorem firstStep_coeff_three {H0 F O W : R} (h : comm W H0 = -O) :
    (firstStep W (hamiltonian H0 F O)).coeff 3 = (1 / 2 : ℝ) • comm W (comm W F)
      + (1 / 2 : ℝ) • (W * W * O - W * O * W + O * W * W) := by
  have h' : W * H0 - H0 * W = -O := h
  have hO : O = H0 * W - W * H0 := by rw [← neg_sub, h', neg_neg]
  clear h h'
  subst hO
  simp only [firstStep, comm, coeff_mul_low, factor_coeff, hamiltonian_coeff,
    one_mul, mul_one, mul_zero, zero_mul, add_zero, zero_add, mul_neg, neg_mul,
    neg_neg, mul_add, add_mul, mul_sub, sub_mul, smul_mul_assoc, mul_smul_comm,
    mul_assoc]
  module

omit [Algebra ℝ R] in
/-- The second step leaves orders zero and one of any Hamiltonian unchanged and adds
`[V, H₀]` at order two and `[V, H₁]` at order three, `Hₙ` being its coefficients. -/
theorem secondStep_coeff (V : R) (H : R[X]) :
    (secondStep V H).coeff 0 = H.coeff 0 ∧ (secondStep V H).coeff 1 = H.coeff 1 ∧
    (secondStep V H).coeff 2 = H.coeff 2 + comm V (H.coeff 0) ∧
    (secondStep V H).coeff 3 = H.coeff 3 + comm V (H.coeff 1) := by
  refine ⟨?_, ?_, ?_, ?_⟩ <;>
    simp only [secondStep, comm, coeff_mul_low, factorTwo_coeff, one_mul, mul_one,
      mul_zero, zero_mul, add_zero, zero_add, mul_neg] <;>
    abel

/-- If `[W, H0] = -O` and `[V, H0] = -[W, F]`, the second-order coefficient after both
steps is `[W, O] / 2`; if `W` and `O` anticommute with `β`, it commutes with `β`. -/
theorem second_order_decoupled {β H0 F O W V : R} (h : comm W H0 = -O)
    (hV : comm V H0 = -comm W F) (hW : β * W = -(W * β)) (hO : β * O = -(O * β)) :
    (secondStep V (firstStep W (hamiltonian H0 F O))).coeff 2
      = (1 / 2 : ℝ) • comm W O ∧
    β * ((1 / 2 : ℝ) • comm W O) = ((1 / 2 : ℝ) • comm W O) * β := by
  constructor
  · rw [(secondStep_coeff V _).2.2.1, (firstStep_coeff h).2.2,
      (firstStep_coeff h).1, hV]
    abel
  · -- two sign changes cancel when `β` passes `W` and `O`
    have hW' : ∀ x, β * (W * x) = -(W * (β * x)) := fun x => by
      rw [← mul_assoc β W x, hW, neg_mul, mul_assoc]
    have hO' : ∀ x, β * (O * x) = -(O * (β * x)) := fun x => by
      rw [← mul_assoc β O x, hO, neg_mul, mul_assoc]
    simp only [comm, mul_smul_comm, smul_mul_assoc, mul_sub, sub_mul, mul_assoc,
      hW', hO', hW, hO, mul_neg, neg_neg]

/-- Let `β² = 1`, let `F` commute and `O`, `W`, `V` anticommute with `β`, and let
`[W, H0] = -O`. The even part of the third-order coefficient after both steps is
`[W, [W, F]] / 2`, whatever the second generator `V`. -/
theorem third_order_even_part {β H0 F O W V : R} (hβ : β * β = 1)
    (hF : β * F = F * β) (hO : β * O = -(O * β)) (hW : β * W = -(W * β))
    (hV : β * V = -(V * β)) (h : comm W H0 = -O) :
    evenPart β ((secondStep V (firstStep W (hamiltonian H0 F O))).coeff 3)
      = (1 / 2 : ℝ) • comm W (comm W F) := by
  rw [(secondStep_coeff V _).2.2.2, firstStep_coeff_three h, (firstStep_coeff h).2.1]
  -- rules that move `β` to the right through a word
  have hF' : ∀ x, β * (F * x) = F * (β * x) := fun x => by
    rw [← mul_assoc β F x, hF, mul_assoc]
  have hO' : ∀ x, β * (O * x) = -(O * (β * x)) := fun x => by
    rw [← mul_assoc β O x, hO, neg_mul, mul_assoc]
  have hW' : ∀ x, β * (W * x) = -(W * (β * x)) := fun x => by
    rw [← mul_assoc β W x, hW, neg_mul, mul_assoc]
  have hV' : ∀ x, β * (V * x) = -(V * (β * x)) := fun x => by
    rw [← mul_assoc β V x, hV, neg_mul, mul_assoc]
  simp only [evenPart, comm, mul_add, add_mul, mul_sub, sub_mul, smul_mul_assoc,
    mul_smul_comm, mul_assoc, hF', hO', hW', hV', hβ, mul_one, mul_neg, neg_mul,
    neg_neg]
  module

/-- Explicit real two-by-two matrices, with `H0 = β`, satisfy all the parity and
commutator relations used for the two steps. -/
theorem relations_witness (β F O W V : Matrix (Fin 2) (Fin 2) ℝ)
    (eβ : β = !![1, 0; 0, -1]) (eF : F = !![1, 0; 0, 0]) (eO : O = !![0, 2; 2, 0])
    (eW : W = !![0, 1; -1, 0]) (eV : V = !![0, -1 / 2; 1 / 2, 0]) :
    β * β = 1 ∧ β * F = F * β ∧ β * O = -(O * β) ∧ β * W = -(W * β) ∧
    β * V = -(V * β) ∧ comm W β = -O ∧ comm V β = -comm W F := by
  subst eβ eF eO eW eV
  refine ⟨?_, ?_, ?_, ?_, ?_, ?_, ?_⟩ <;> ext i j <;> fin_cases i <;> fin_cases j <;>
    simp [comm, Matrix.mul_apply, Fin.sum_univ_succ] <;> norm_num

end

end DouglasKrollHess
```

```lean
#print axioms DouglasKrollHess.factor_mul_factor_neg
#print axioms DouglasKrollHess.firstStep_coeff_three
#print axioms DouglasKrollHess.second_order_decoupled
#print axioms DouglasKrollHess.third_order_even_part
```

```
'DouglasKrollHess.factor_mul_factor_neg' depends on axioms: [propext, Classical.choice, Quot.sound]
'DouglasKrollHess.firstStep_coeff_three' depends on axioms: [propext, Classical.choice, Quot.sound]
'DouglasKrollHess.second_order_decoupled' depends on axioms: [propext, Classical.choice, Quot.sound]
'DouglasKrollHess.third_order_even_part' depends on axioms: [propext, Classical.choice, Quot.sound]
```

## The Hamiltonian as a polynomial

After the free-particle transformation, the block-diagonal free-particle part is $H_0$ and the potential is $F+O$, with $F$ even (commuting with the Dirac matrix $\beta$) and $O$ odd (anticommuting with it). Textbooks often write $\mathcal E_1$ for $F$. The variable $t$ counts powers of the potential. All operators are elements of a real algebra `R`, and $t$ is the indeterminate of `R[X]`, which commutes with every coefficient; `monomial n A` means $t^nA$, and `.coeff n` reads off order $n$.

The hypothesis `comm W H0 = -O` is the condition on the generator $W$ that cancels $O$ at first order. The full theory uses unitary transformations and continues to any order. Here the factors are $1\pm tW+t^2W^2/2$, whose product is $1+t^4W^4/4$, so they are mutually inverse through third order, as `factor_mul_factor_neg` states. Anti-Hermiticity of $W$ is not needed for the algebra.

## Collecting powers of t

Order zero is $H_0$. Order one is

$$F+O+[W,H_0]=F.$$

At order two,

$$[W,F+O]+\tfrac12W^2H_0-WH_0W+\tfrac12H_0W^2=[W,F+O]+\tfrac12[W,[W,H_0]].$$

The double commutator is $-[W,O]$, which leaves $[W,F]+\tfrac12[W,O]$. These three coefficients are the content of `firstStep_coeff`.

At order three the potential contributes $\tfrac12[W,[W,F+O]]$, and $H_0$ contributes

$$\tfrac12(WH_0W^2-W^2H_0W)=\tfrac12WOW.$$

The sum is

$$\tfrac12[W,[W,F]]+\tfrac12(W^2O-WOW+OW^2),$$

as in `firstStep_coeff_three`.

## The second generator and parity

The term $[W,F]$ is odd when $W$ is odd. The second step multiplies by $1+t^2V$ on the left and $1-t^2V$ on the right; their product is $1-t^4V^2$, so they too are mutually inverse through third order. This adds $[V,H_0]$ at order two and $[V,F]$ at order three (`secondStep_coeff`). If $[V,H_0]=-[W,F]$, order two becomes $\tfrac12[W,O]$. Moving $\beta$ through a product of two odd operators changes the sign twice, so this term is even; `second_order_decoupled` states both facts.

At order three, $[W,[W,F]]$ contains two odd factors and is even. The words with two $W$ and one $O$ are odd, and so is $[V,F]$. Since $\beta^2=1$, `evenPart`, which forms $(A+\beta A\beta)/2$, keeps even terms and cancels odd ones. The result is $\tfrac12[W,[W,F]]$ for every odd $V$, whether or not $V$ satisfies its commutator condition. This is `third_order_even_part`.

The theorem `relations_witness` gives real $2\times2$ matrices that satisfy all these relations at once, with $F$ not a multiple of the identity.

## Comparing words with `module`

The proofs of `firstStep_coeff` and `firstStep_coeff_three` first substitute $O=H_0W-WH_0$, so that the commutator condition is used up and a plain identity in the remaining operators is left. `simp only` then uses `coeff_mul_low` to turn each coefficient into a finite sum of products and expands it into words with a fixed bracketing. Finally `module` compares their real coefficients, treating each word as an indivisible vector. It never reorders factors, as a noncommutative algebra requires. At order two, both sides have coefficients $-\tfrac12,\,1,\,-\tfrac12$ for $W^2H_0$, $WH_0W$ and $H_0W^2$.

## In a one-electron calculation

In a finite basis that diagonalises $p^2$, with $H_0=\beta E$ and free-particle energies $E_i=\sqrt{p_i^2c^2+m^2c^4}$, the condition on $W$ is solved by a division:

$$W_{ij}=\frac{\beta\,O_{ij}}{E_i+E_j}.$$

Here $i,j$ label basis functions, $p_i^2$ are the eigenvalues of the matrix of $p^2$, $m$ is the electron mass and $c$ the speed of light; $O_{ij}$ is still a matrix in the spinor components. Matrix products then give $\tfrac12[W,O]$ and $\tfrac12[W,[W,F]]$. Added to $H_0+F$, they form the third-order one-electron Hamiltonian, whose positive-energy block is diagonalised.

That calculation sets $t=1$ and discards the remaining odd terms and all higher orders; the theorems give coefficients and no bound on this error. They apply directly to finite matrices, whereas unbounded operators would also need an argument about domains.
